# Classical Drude dipoles: induction energy at the minimum and a thermal attraction −3kTα²/r⁶ at large distance

Take one dipole component \(m\) held by a spring of stiffness \(a>0\) in a field \(E\). Completing the square gives

\[ \tfrac12 a m^2 - E m = -\frac{E^2}{2a} + \tfrac12 a\Bigl(m-\frac Ea\Bigr)^2 , \]

so the minimum is \(-E^2/(2a)\), and without a field it is zero. Now couple two such components, each of polarizability \(\alpha=1/a\), by a term \(t\,m_1m_2/\alpha\). The normal modes have relative stiffness \(1+t\) and \(1-t\), and at temperature \(kT\) the coupling changes the classical free energy by

\[ \tfrac{kT}{2}\bigl[\ln(1+t)+\ln(1-t)\bigr] = -\tfrac{kT}{2}t^2+O(t^4). \]

The linear terms cancel and an attraction of second order remains. The same two computations work for any finite number of components, the first with a positive definite stiffness matrix and the second with a symmetric traceless coupling matrix. For two identical isotropic dipoles at distance \(r\), in Gaussian units, the second gives \(-3kT\alpha^2/r^6\) to leading order at large \(r\).

In Lean 4 with Mathlib:

```lean
import Mathlib

open Matrix Filter Topology

noncomputable section

namespace DrudeDipoles

variable {n : Type*} [Fintype n] [DecidableEq n]
```

The index type `n` labels all Cartesian components of all dipoles. It is any finite set.

## Energy, thermal term and dimer coupling

For a stiffness matrix \(A\), a field \(E\) and dipoles \(m\), the energy is

\[ U(m)=\tfrac12\langle m,Am\rangle-\langle E,m\rangle . \]

```lean
/-- Energy of classical Drude dipoles `m` with stiffness matrix `A` in the field `E`. -/
def drudeEnergy (A : Matrix n n ℝ) (E m : n → ℝ) : ℝ :=
  (m ⬝ᵥ A *ᵥ m) / 2 - E ⬝ᵥ m
```

Here `⬝ᵥ` is the real dot product and `*ᵥ` applies a matrix to a vector. The model is harmonic, with the dipole positions fixed.

Let \(T\) be a symmetric coupling matrix and \(t\) its strength; \(kT\) is always a single symbol for the thermal energy. If the stiffness is \(\alpha^{-1}(I+tT)\), the Gaussian integral of \(e^{-U/kT}\) over the dipoles at zero field is proportional to \(\det(I+tT)^{-1/2}\). Taking \(-kT\ln\) of it, relative to \(t=0\), gives

\[ F(t)=\tfrac{kT}{2}\ln\det(I+tT). \]

```lean
/-- The thermal term `(kT/2) ln det(I + tT)` of dipoles coupled by `T` with strength `t`,
meant for `I + tT` positive definite. -/
def thermalTerm (kT : ℝ) (T : Matrix n n ℝ) (t : ℝ) : ℝ :=
  kT / 2 * Real.log (1 + t • T).det
```

The code starts from this formula as a definition and does not evaluate the integral. The formula has its physical meaning while \(I+tT\) is positive definite, which holds for small \(|t|\).

For two dipoles on the z axis, the x and y components couple with weight 1 and the z components with weight \(-2\):

\[ T=\begin{pmatrix}0&D\\D&0\end{pmatrix},\qquad D=\mathrm{diag}(1,1,-2). \]

```lean
/-- Coupling matrix of two dipoles on the z axis, in units of the inverse cube of their
distance. -/
def dimerCoupling : Matrix (Fin 3 ⊕ Fin 3) (Fin 3 ⊕ Fin 3) ℝ :=
  fromBlocks 0 (diagonal ![1, 1, -2]) (diagonal ![1, 1, -2]) 0
```

## The minimum by completing the square

Positive definiteness, `A.PosDef`, says that \(A\) is symmetric and that \(\langle x,Ax\rangle>0\) for \(x\neq0\). Physically, the dipoles are stable against every displacement, so there is no polarization catastrophe.

```lean
omit [DecidableEq n] in
/-- A positive definite stiffness matrix gives every nonzero displacement of the dipoles a
positive elastic energy. -/
theorem elastic_pos {A : Matrix n n ℝ} (hA : A.PosDef) {x : n → ℝ} (hx : x ≠ 0) :
    0 < x ⬝ᵥ A *ᵥ x := by
  have h := hA.dotProduct_mulVec_pos hx
  rwa [star_trivial] at h
```

It also gives \(\det A>0\), so \(A\) is invertible and \(m_0=A^{-1}E\) satisfies \(Am_0=E\).

```lean
/-- The dipoles `A⁻¹E` balance the field: `A(A⁻¹E)`, which is minus the restoring force, equals `E`.
-/
theorem force_balance {A : Matrix n n ℝ} (hA : A.PosDef) (E : n → ℝ) :
    A *ᵥ (A⁻¹ *ᵥ E) = E := by
  rw [mulVec_mulVec, mul_nonsing_inv A (isUnit_iff_ne_zero.mpr hA.det_pos.ne'), one_mulVec]
```

Expand the elastic energy of the displacement \(m-m_0\). By symmetry \(\langle m_0,Am\rangle=\langle Am_0,m\rangle=\langle E,m\rangle\), hence

\[ \begin{aligned}
\tfrac12\langle m-m_0,A(m-m_0)\rangle
&=\tfrac12\langle m,Am\rangle-\tfrac12\langle m,E\rangle-\tfrac12\langle E,m\rangle+\tfrac12\langle m_0,E\rangle\\
&=U(m)+\tfrac12\langle E,A^{-1}E\rangle .
\end{aligned} \]

```lean
/-- The Drude energy is `-⟨E, A⁻¹E⟩/2` plus the elastic energy of the displacement
from `A⁻¹E`. -/
theorem drudeEnergy_eq {A : Matrix n n ℝ} (hA : A.PosDef) (E m : n → ℝ) :
    drudeEnergy A E m = -(E ⬝ᵥ A⁻¹ *ᵥ E) / 2
      + ((m - A⁻¹ *ᵥ E) ⬝ᵥ A *ᵥ (m - A⁻¹ *ᵥ E)) / 2 := by
  have hE := force_balance hA E
  have hAt : Aᵀ = A := by
    rw [← conjTranspose_eq_transpose_of_trivial]
    exact hA.isHermitian.eq
  -- symmetry of `A` turns the cross term into the field energy
  have hs : (A⁻¹ *ᵥ E) ⬝ᵥ A *ᵥ m = E ⬝ᵥ m := by
    rw [dotProduct_mulVec, ← mulVec_transpose, hAt, hE]
  unfold drudeEnergy
  rw [mulVec_sub, hE, sub_dotProduct, dotProduct_sub, dotProduct_sub, hs,
    dotProduct_comm m E, dotProduct_comm (A⁻¹ *ᵥ E) E]
  ring
```

In the proof, `hs` is the symmetry step, and `ring` collects the terms once the products are expanded.

The elastic term is zero at \(m=m_0\) and positive elsewhere. Therefore

\[ \min_m U(m)=-\tfrac12\langle E,A^{-1}E\rangle,\quad\text{attained only at } m=A^{-1}E. \]

```lean
/-- The minimum of the Drude energy is `-⟨E, A⁻¹E⟩/2`, and it is reached only by the
dipoles `A⁻¹E`. -/
theorem drudeEnergy_min {A : Matrix n n ℝ} (hA : A.PosDef) (E : n → ℝ) :
    IsLeast (Set.range (drudeEnergy A E)) (-(E ⬝ᵥ A⁻¹ *ᵥ E) / 2) ∧
      ∀ m, drudeEnergy A E m = -(E ⬝ᵥ A⁻¹ *ᵥ E) / 2 ↔ m = A⁻¹ *ᵥ E := by
  have hiff : ∀ m, drudeEnergy A E m = -(E ⬝ᵥ A⁻¹ *ᵥ E) / 2 ↔ m = A⁻¹ *ᵥ E := by
    intro m
    rw [drudeEnergy_eq hA]
    constructor
    · intro h
      by_contra hm
      have := elastic_pos hA (sub_ne_zero.mpr hm)
      linarith
    · intro h
      rw [h, sub_self, zero_dotProduct]
      ring
  refine ⟨⟨⟨A⁻¹ *ᵥ E, (hiff _).mpr rfl⟩, ?_⟩, hiff⟩
  rintro _ ⟨m, rfl⟩
  by_cases hm : m = A⁻¹ *ᵥ E
  · exact ((hiff m).mpr hm).ge
  · have := elastic_pos hA (sub_ne_zero.mpr hm)
    rw [drudeEnergy_eq hA]
    linarith
```

`IsLeast (Set.range ...)` says that the value is an energy of some dipole configuration and that no configuration lies lower. The second half of the statement is uniqueness, which the proof establishes first, as `hiff`.

A polarizable simulation with linear response can solve \(Am=E\) iteratively, without forming \(A^{-1}\), and at convergence the induction energy is \(-\tfrac12\langle E,m\rangle\). For a general \(m\), \(U(m)\) exceeds this shortcut by \(\tfrac12\langle m,Am-E\rangle\). That difference can vanish without convergence, for example at \(m=0\), so agreement of the two energies does not show that the solver has converged; a small residual \(Am-E\) is the safer test.

If the minimum is zero, then \(m=0\) attains it, because \(U(0)=0\). Uniqueness gives \(A^{-1}E=0\), and so \(E=A0=0\). The converse follows by inserting \(E=0\).

```lean
/-- The minimum of the Drude energy is zero exactly when there is no field. -/
theorem min_zero_iff_no_field {A : Matrix n n ℝ} (hA : A.PosDef) (E : n → ℝ) :
    IsLeast (Set.range (drudeEnergy A E)) 0 ↔ E = 0 := by
  obtain ⟨hmin, hiff⟩ := drudeEnergy_min hA E
  constructor
  · intro h
    have h0 : drudeEnergy A E 0 = 0 := by simp [drudeEnergy]
    have h1 := (hiff 0).mp (h0.trans (h.unique hmin))
    rw [← force_balance hA E, ← h1, mulVec_zero]
  · intro h
    subst h
    simpa using hmin
```

Minimised classical Drude dipoles therefore give no interaction energy when no field acts on them, neither an applied one nor that of permanent charges. What the coupling does without a field appears only in the fluctuations.

## Normal modes of the coupling

A real symmetric \(T\) can be written \(T=V\,\mathrm{diag}(l_i)\,W\) with \(VW=WV=I\). Then \(I+tT=V\,\mathrm{diag}(1+tl_i)\,W\) and \(T^2=V\,\mathrm{diag}(l_i^2)\,W\). Since \(\det V\det W=1\) and the trace is cyclic,

\[ \det(I+tT)=\prod_i(1+tl_i),\qquad \operatorname{tr}T=\sum_i l_i,\qquad \operatorname{tr}T^2=\sum_i l_i^2 . \]

```lean
/-- A symmetric coupling matrix has real mode couplings `l i` that give `det(I + tT)`,
`tr T` and `tr T²` as a product and sums over modes. -/
theorem exists_modes {T : Matrix n n ℝ} (hT : T.IsHermitian) :
    ∃ l : n → ℝ, (∀ t : ℝ, (1 + t • T).det = ∏ i, (1 + t * l i)) ∧
      T.trace = ∑ i, l i ∧ (T * T).trace = ∑ i, l i ^ 2 := by
  obtain ⟨V, W, l, hVW, h⟩ : ∃ (V W : Matrix n n ℝ) (l : n → ℝ),
      V * W = 1 ∧ T = V * diagonal l * W := by
    have h := hT.spectral_theorem
    rw [Unitary.conjStarAlgAut_apply] at h
    exact ⟨_, _, _, Unitary.mul_star_self_of_mem hT.eigenvectorUnitary.2, h⟩
  have hWV : W * V = 1 := mul_eq_one_comm.mp hVW
  refine ⟨l, fun t => ?_, ?_, ?_⟩
  · have hd : (1 : Matrix n n ℝ) + t • diagonal l = diagonal (fun i => 1 + t * l i) := by
      ext i j
      by_cases hij : i = j
      · subst hij
        simp
      · simp [hij]
    have e : 1 + t • T = V * diagonal (fun i => 1 + t * l i) * W := by
      rw [← hd, h, mul_add, add_mul, mul_one, hVW, mul_smul_comm, smul_mul_assoc]
    have hdet : V.det * W.det = 1 := by rw [← det_mul, hVW, det_one]
    rw [e, det_mul, det_mul, det_diagonal]
    linear_combination (∏ i, (1 + t * l i)) * hdet
  · rw [h, trace_mul_cycle, hWV, one_mul, trace_diagonal]
  · have e : T * T = V * (diagonal l * diagonal l) * W := by
      calc T * T = V * diagonal l * (W * V) * diagonal l * W := by
            rw [h]; noncomm_ring
        _ = V * (diagonal l * diagonal l) * W := by
            rw [hWV]; noncomm_ring
    rw [e, trace_mul_cycle, hWV, one_mul, diagonal_mul_diagonal, trace_diagonal]
    simp only [sq]
```

`T.IsHermitian` means symmetric here, because the entries are real. The decomposition comes from Mathlib's spectral theorem, and the three goals after `refine` are the three identities.

## One mode at weak coupling

For a mode of coupling \(a\) (no longer the stiffness of the opening), put \(x=ta\) with \(|x|<\tfrac12\). The logarithm series gives

\[ \Bigl|\ln(1+x)-x+\frac{x^2}{2}\Bigr|\le\sum_{k\ge3}|x|^k=\frac{|x|^3}{1-|x|}\le2|x|^3 . \]

Dividing by \(t^2\) for \(t\neq0\),

\[ \Bigl|\frac{\ln(1+ta)-ta}{t^2}+\frac{a^2}{2}\Bigr|\le2|a|^3|t|\longrightarrow0 . \]

```lean
/-- For a single mode of coupling `a`, `(ln(1 + ta) - ta)/t²` tends to `-a²/2` as `t`
goes to zero. -/
theorem mode_limit (a : ℝ) :
    Tendsto (fun t : ℝ => (Real.log (1 + t * a) - t * a) / t ^ 2) (𝓝[≠] 0)
      (𝓝 (-a ^ 2 / 2)) := by
  rw [tendsto_iff_norm_sub_tendsto_zero]
  have hsmall : ∀ᶠ t : ℝ in 𝓝[≠] 0, |t * a| < 1 / 2 := by
    have hc : Tendsto (fun t : ℝ => |t * a|) (𝓝 0) (𝓝 0) := by
      have : Continuous (fun t : ℝ => |t * a|) := by fun_prop
      simpa using this.tendsto 0
    exact (hc.mono_left nhdsWithin_le_nhds).eventually_lt_const (by norm_num)
  have hlim : Tendsto (fun t : ℝ => 2 * |a| ^ 3 * |t|) (𝓝[≠] 0) (𝓝 0) := by
    have : Continuous (fun t : ℝ => 2 * |a| ^ 3 * |t|) := by fun_prop
    have h0 := this.tendsto 0
    simp only [abs_zero, mul_zero] at h0
    exact h0.mono_left nhdsWithin_le_nhds
  refine squeeze_zero' (Eventually.of_forall fun t => norm_nonneg _) ?_ hlim
  filter_upwards [hsmall, self_mem_nhdsWithin] with t ht ht0
  have ht0' : t ≠ 0 := ht0
  -- third-order remainder of the logarithm series
  have key : |Real.log (1 + t * a) - t * a + (t * a) ^ 2 / 2| ≤ 2 * |t * a| ^ 3 := by
    have h := Real.abs_log_sub_add_sum_range_le (x := -(t * a))
      (by rw [abs_neg]; linarith) 2
    have e : (∑ i ∈ Finset.range 2, (-(t * a)) ^ (i + 1) / ((i : ℝ) + 1))
        + Real.log (1 - -(t * a)) = Real.log (1 + t * a) - t * a + (t * a) ^ 2 / 2 := by
      rw [Finset.sum_range_succ, Finset.sum_range_one, sub_neg_eq_add]
      push_cast
      ring
    rw [e, abs_neg] at h
    refine h.trans ?_
    rw [div_le_iff₀ (by linarith)]
    have := mul_nonneg (pow_nonneg (abs_nonneg (t * a)) 3)
      (show 0 ≤ 1 - 2 * |t * a| by linarith)
    refine sub_nonneg.mp (this.trans_eq ?_)
    ring
  have e : (Real.log (1 + t * a) - t * a) / t ^ 2 - -a ^ 2 / 2
      = (Real.log (1 + t * a) - t * a + (t * a) ^ 2 / 2) / t ^ 2 := by
    field_simp
    ring
  rw [e, Real.norm_eq_abs, abs_div, abs_of_pos (show 0 < t ^ 2 by positivity),
    div_le_iff₀ (by positivity)]
  refine key.trans (le_of_eq ?_)
  rw [abs_mul, ← sq_abs t]
  ring
```

The filter `𝓝[≠] 0` expresses \(t\to0\) with \(t\neq0\), from both sides. The bound is `key`, and `squeeze_zero'` turns it into the limit.

## The sum over modes

For small \(t\) no factor \(1+tl_i\) vanishes, so the logarithm of the determinant is a sum over modes. Let \(\operatorname{tr}T=0\). Then \(\sum_i tl_i=0\) may be subtracted freely:

\[ \frac{F(t)}{t^2}=\frac{kT}{2}\sum_i\frac{\ln(1+tl_i)-tl_i}{t^2}\longrightarrow\frac{kT}{2}\sum_i\Bigl(-\frac{l_i^2}{2}\Bigr)=-\frac{kT}{4}\operatorname{tr}T^2 . \]

```lean
/-- For a symmetric traceless coupling, the thermal term divided by `t²` tends to
`-(kT/4) tr T²` as `t` goes to zero. -/
theorem thermalTerm_limit (kT : ℝ) {T : Matrix n n ℝ} (hT : T.IsHermitian)
    (htr : T.trace = 0) :
    Tendsto (fun t => thermalTerm kT T t / t ^ 2) (𝓝[≠] 0)
      (𝓝 (-(kT / 4) * (T * T).trace)) := by
  obtain ⟨l, hdet, h1, h2⟩ := exists_modes hT
  have hsum : ∑ i, l i = 0 := h1.symm.trans htr
  have hlim := (tendsto_finsetSum Finset.univ
    (fun i _ => mode_limit (l i))).const_mul (kT / 2)
  have hval : kT / 2 * ∑ i, -l i ^ 2 / 2 = -(kT / 4) * (T * T).trace := by
    rw [h2, Finset.mul_sum, Finset.mul_sum]
    exact Finset.sum_congr rfl fun i _ => by ring
  rw [hval] at hlim
  have hne : ∀ᶠ t : ℝ in 𝓝[≠] 0, ∀ i, 1 + t * l i ≠ 0 := by
    refine eventually_all.mpr fun i => ?_
    have hc : Continuous (fun t : ℝ => 1 + t * l i) := by fun_prop
    exact (hc.continuousAt.eventually_ne (by simp)).filter_mono nhdsWithin_le_nhds
  refine hlim.congr' ?_
  filter_upwards [hne] with t ht
  -- the linear terms add up to `t * tr T = 0`
  rw [thermalTerm, hdet, Real.log_prod (fun i _ => ht i), ← Finset.sum_div,
    Finset.sum_sub_distrib, ← Finset.mul_sum, hsum]
  ring
```

The proof adds up the single-mode limits in `hlim`. It then uses `congr'` to replace the sum by the thermal term, which equals it close to \(t=0\). The theorem holds for every real `kT`; physically it is positive.

In floating-point arithmetic, a determinant close to 1 loses the digits that carry \(t^2\). Summing `log1p` of \(tl_i\) over the eigenvalues loses fewer of them, although the cancellation of the linear terms still costs some accuracy.

## Two dipoles at distance r

Let \(p\) and \(q\) be two isotropic dipoles of polarizability \(\alpha\) at distance \(r\) along z, in Gaussian units, where \(\alpha\) is a volume. With \(t=\alpha/r^3\) the prefactor of \(T\) in the stiffness is \(\alpha^{-1}t=1/r^3\), and the off-diagonal blocks give \(p_xq_x+p_yq_y-2p_zq_z=p\cdot q-3p_zq_z\). At zero field

\[ U=\frac{p\cdot p+q\cdot q}{2\alpha}+\frac{p\cdot q-3p_zq_z}{r^3}. \]

```lean
/-- With stiffness `α⁻¹(I + (α/r³)T)`, the field-free energy of the dimer is the self-energy
of two dipoles of polarizability `α` plus their dipole-dipole energy at distance `r` along z. -/
theorem dimer_energy {α : ℝ} (hα : α ≠ 0) (r : ℝ) (p q : Fin 3 → ℝ) :
    drudeEnergy (α⁻¹ • (1 + (α / r ^ 3) • dimerCoupling)) 0 (Sum.elim p q)
      = (p ⬝ᵥ p + q ⬝ᵥ q) / (2 * α) + (p ⬝ᵥ q - 3 * p 2 * q 2) / r ^ 3 := by
  have h : α⁻¹ * (α / r ^ 3) = 1 / r ^ 3 := by
    rw [← mul_div_assoc, inv_mul_cancel₀ hα]
  rw [drudeEnergy, smul_add, smul_smul, h, add_mulVec, smul_mulVec, smul_mulVec,
    one_mulVec, dimerCoupling, fromBlocks_mulVec]
  simp [dotProduct, Fintype.sum_sum_type, Fin.sum_univ_three, mulVec_diagonal]
  ring
```

This ties the matrix to the point-dipole interaction, without short-range damping. `Sum.elim p q` joins the two dipoles into one vector, and `p 2` is the z component.

The diagonal of \(T\) is zero, and \(T^2\) has two diagonal blocks \(D^2=\mathrm{diag}(1,1,4)\), so

\[ \operatorname{tr}T=0,\qquad \operatorname{tr}T^2=2(1+1+4)=12 . \]

```lean
/-- The dimer coupling is symmetric and traceless, and the trace of its square is 12. -/
theorem dimerCoupling_witness :
    dimerCoupling.IsHermitian ∧ dimerCoupling.trace = 0 ∧
      (dimerCoupling * dimerCoupling).trace = 12 := by
  refine ⟨?_, ?_, ?_⟩
  · rw [IsHermitian, dimerCoupling, fromBlocks_conjTranspose, diagonal_conjTranspose,
      star_trivial, conjTranspose_zero]
  · simp [dimerCoupling, Matrix.trace, Fintype.sum_sum_type]
  · rw [dimerCoupling, fromBlocks_multiply]
    simp only [zero_mul, mul_zero, zero_add, add_zero, diagonal_mul_diagonal,
      Matrix.trace, diag_apply, Fintype.sum_sum_type, fromBlocks_apply₁₁,
      fromBlocks_apply₂₂, diagonal_apply_eq, Fin.sum_univ_three]
    change (1 * 1 + 1 * 1 + (-2) * (-2) + (1 * 1 + 1 * 1 + (-2) * (-2)) : ℝ) = 12
    norm_num
```

The limit is thus \(-\tfrac{kT}{4}\cdot12=-3kT\). For \(\alpha\neq0\), \(t=\alpha/r^3\) tends to zero through nonzero values as \(r\to\infty\), and

\[ r^6F(\alpha/r^3)=\alpha^2\,\frac{F(t)}{t^2}\longrightarrow-3kT\,\alpha^2 . \]

```lean
/-- For the dimer, the thermal term divided by `t²` tends to `-3 kT` as `t` goes to zero, and
at `t = α/r³` its product with `r⁶` tends to `-3 kT α²` at large distance. -/
theorem dimer_limit (kT : ℝ) {α : ℝ} (hα : α ≠ 0) :
    Tendsto (fun t => thermalTerm kT dimerCoupling t / t ^ 2) (𝓝[≠] 0) (𝓝 (-3 * kT)) ∧
      Tendsto (fun r : ℝ => r ^ 6 * thermalTerm kT dimerCoupling (α / r ^ 3)) atTop
        (𝓝 (-3 * kT * α ^ 2)) := by
  obtain ⟨hH, h0, h12⟩ := dimerCoupling_witness
  have h := thermalTerm_limit kT hH h0
  rw [h12, show -(kT / 4) * 12 = -3 * kT by ring] at h
  refine ⟨h, ?_⟩
  have ht : Tendsto (fun r : ℝ => α / r ^ 3) atTop (𝓝[≠] 0) := by
    refine tendsto_nhdsWithin_iff.mpr
      ⟨tendsto_const_nhds.div_atTop (tendsto_pow_atTop (by norm_num)), ?_⟩
    filter_upwards [eventually_gt_atTop 0] with r hr
    exact div_ne_zero hα (pow_ne_zero 3 hr.ne')
  refine ((h.comp ht).mul_const (α ^ 2)).congr' ?_
  filter_upwards [eventually_gt_atTop 0] with r hr
  have hr' : r ≠ 0 := hr.ne'
  simp only [Function.comp_apply]
  generalize thermalTerm kT dimerCoupling (α / r ^ 3) = F
  field_simp

end DrudeDipoles
```

The second limit is the first one composed with \(t=\alpha/r^3\), which is `h.comp ht` in the code, and multiplied by \(\alpha^2\).

This attraction of two classical harmonic dipoles has the distance dependence of London dispersion but a different origin: it is proportional to \(kT\), whereas the London energy comes from quantum zero-point motion. In a simulation that keeps the Drude particles on a separate cold thermostat, the \(kT\) that enters is, to a good approximation, that of the cold thermostat. The thermal term is then small. With or without such a thermostat, classical dipoles have no zero-point motion, so London dispersion has to come from another part of the force field, such as a Lennard-Jones term.

```lean
#print axioms DrudeDipoles.drudeEnergy_min
#print axioms DrudeDipoles.min_zero_iff_no_field
#print axioms DrudeDipoles.dimer_energy
#print axioms DrudeDipoles.dimer_limit
```

```
'DrudeDipoles.drudeEnergy_min' depends on axioms: [propext, Classical.choice, Quot.sound]
'DrudeDipoles.min_zero_iff_no_field' depends on axioms: [propext, Classical.choice, Quot.sound]
'DrudeDipoles.dimer_energy' depends on axioms: [propext, Classical.choice, Quot.sound]
'DrudeDipoles.dimer_limit' depends on axioms: [propext, Classical.choice, Quot.sound]
```
